# Support uncertainty: if a unitary U has entries of modulus at most c, then |supp x| · |supp Ux| ≥ 1/c² for every x ≠ 0

Let U be a unitary matrix on a finite index set with |U_ij| ≤ c for all i and j, and let x be a nonzero vector. Write supp x for the set of indices j with x_j ≠ 0, and |supp x| for its size. Then

1 ≤ c² · |supp x| · |supp Ux|.

For the N × N discrete Fourier matrix F every entry has modulus 1/√N, so

N ≤ |supp x| · |supp Fx|,

and basis states attain equality.

In quantum mechanics, x and Ux can be the amplitudes of one pure state in two orthonormal bases of a finite-dimensional space, with U the matrix of overlaps. If all overlaps are small, the state cannot be confined to a few basis vectors in both descriptions. The measure of spread here is the number of nonzero amplitudes, not a variance, so this is a different statement from Heisenberg's inequality for position and momentum.

## Counting amplitudes with Cauchy–Schwarz

The components of the transformed vector are (Ux)_i = ∑_j U_ij x_j. Let

P = ∑_j |x_j|²

be the total probability. It equals 1 for a normalised state, but the argument needs only P > 0, which holds because x ≠ 0.

First, U preserves P. Since U†U = 1,

∑_i |(Ux)_i|² = (Ux)†(Ux) = x†U†Ux = x†x = P.

Second, the support size of x limits every output amplitude. The triangle inequality and the bound on the entries give

|(Ux)_i| ≤ ∑_j |U_ij| |x_j| ≤ c ∑_{j ∈ supp x} |x_j|,

where the indices outside the support contribute nothing. Cauchy–Schwarz, applied to the numbers |x_j| and the constant 1 on the support, gives

(∑_{j ∈ supp x} 1 · |x_j|)² ≤ |supp x| · ∑_{j ∈ supp x} |x_j|² = |supp x| · P.

Squaring the first estimate and inserting the second,

|(Ux)_i|² ≤ c² · |supp x| · P.

Third, add this up over the indices where Ux does not vanish. These carry all of the output probability, so

P = ∑_{i ∈ supp Ux} |(Ux)_i|² ≤ |supp Ux| · c² · |supp x| · P.

Dividing by P proves the claim. The result also shows that c ≠ 0, since otherwise it would read 1 ≤ 0, so one may divide by c² and obtain the form with 1/c².

## The Fourier matrix and its basis states

Let N ≥ 1 and ω = exp(2πi/N), and number rows and columns from 0 to N − 1. The discrete Fourier matrix is

F_jk = ω^(jk) / √N.

Because |ω| = 1, every entry has modulus 1/√N. For unitarity, take the overlap of rows j and l. With z = ω^j (ω*)^l, where the star is complex conjugation,

(FF†)_jl = ∑_k F_jk (F_lk)* = (1/N) ∑_k z^k.

If j = l, then z = 1 and the sum is N, so the overlap is 1. If j ≠ l, then z = ω^(j−l) ≠ 1, because j and l differ by less than N. But z^N = 1, and so

(1 − z) ∑_k z^k = 1 − z^N = 0.

The first factor is not zero, hence the sum is. Thus FF† = 1, and the general bound with c² = 1/N becomes N ≤ |supp x| · |supp Fx|.

For equality take the basis state e_j, with a 1 at position j and zeros elsewhere. Its transform is column j of F, with components F_ij of modulus 1/√N, none of which vanishes. The two support sizes are 1 and N.

## States, supports and the Fourier matrix in Lean

The index set is an arbitrary finite type `n`. A state is a function `n → ℂ`, with no normalisation imposed, and `U *ᵥ x` is the matrix U applied to the vector x.

```lean
import Mathlib

open Matrix ComplexConjugate

namespace SupportUncertainty

noncomputable section

variable {n : Type*} [Fintype n]
```

The support is a finite set of basis labels, and `(supp x).card` is its size. An amplitude counts as soon as it differs from zero, however small it is.

```lean
/-- The support of a state: the set of basis labels with nonzero amplitude. -/
def supp (x : n → ℂ) : Finset n := Finset.univ.filter fun i => x i ≠ 0
```

The next two definitions fix the Fourier convention: a plus sign in the exponent and a factor 1/√N. The type `Fin N` holds the labels 0, …, N − 1, which are converted to natural numbers before they are multiplied in the exponent.

```lean
/-- The elementary phase `exp (2πi/N)`, for `N ≥ 1`. -/
def phase (N : ℕ) : ℂ := Complex.exp (2 * Real.pi * Complex.I / N)

/-- The discrete Fourier matrix with entries `exp (2πi jk/N) / √N`, for `N ≥ 1`. -/
def dft (N : ℕ) : Matrix (Fin N) (Fin N) ℂ :=
  Matrix.of fun j k => phase N ^ ((j : ℕ) * (k : ℕ)) / ((Real.sqrt N : ℝ) : ℂ)
```

## Conservation of probability and the bound on one output

Unitarity is expressed by membership in `Matrix.unitaryGroup n ℂ`. In the proof below, `key` identifies y†y with the sum of squared moduli, for any vector y. The step `h` is the chain (Ux)†(Ux) = x†U†Ux = x†x. Both sides are then real numbers regarded as complex ones, and the last line returns to the reals.

```lean
/-- A unitary matrix preserves the total probability of a state. -/
theorem total_probability [DecidableEq n] {U : Matrix n n ℂ}
    (hU : U ∈ Matrix.unitaryGroup n ℂ) (x : n → ℂ) :
    ∑ i, ‖(U *ᵥ x) i‖ ^ 2 = ∑ i, ‖x i‖ ^ 2 := by
  have key : ∀ y : n → ℂ, star y ⬝ᵥ y = ((∑ i, ‖y i‖ ^ 2 : ℝ) : ℂ) := by
    intro y
    simp only [dotProduct, Pi.star_apply, Complex.ofReal_sum]
    refine Finset.sum_congr rfl fun i _ => ?_
    rw [Complex.ofReal_pow]
    exact Complex.conj_mul' (y i)
  have h : star (U *ᵥ x) ⬝ᵥ (U *ᵥ x) = star x ⬝ᵥ x := by
    rw [Matrix.star_mulVec, ← Matrix.dotProduct_mulVec, Matrix.mulVec_mulVec,
      ← Matrix.star_eq_conjTranspose, Matrix.mem_unitaryGroup_iff'.1 hU, Matrix.one_mulVec]
  rw [key, key] at h
  exact Complex.ofReal_injective h
```

The second lemma does not assume that U is unitary; it uses only the bound `hc` on the entries. The statements `hs1` and `hs2` say that sums over the support equal sums over all indices. Then `h1` is the triangle inequality and `h2` is Cauchy–Schwarz against the constant 1. The closing `calc` block squares the one and inserts the other.

```lean
/-- If all entries of a matrix have modulus at most `c`, the squared modulus of each output
component is at most `c²` times the support size of the input `x` times the sum of all `|x_j|²`. -/
theorem output_probability_le {U : Matrix n n ℂ} {c : ℝ} (hc : ∀ i j, ‖U i j‖ ≤ c)
    (x : n → ℂ) (i : n) :
    ‖(U *ᵥ x) i‖ ^ 2 ≤ c ^ 2 * (supp x).card * ∑ j, ‖x j‖ ^ 2 := by
  have hs1 : ∑ j ∈ supp x, ‖x j‖ = ∑ j, ‖x j‖ :=
    Finset.sum_subset (Finset.subset_univ _) fun j _ hj => by simpa [supp] using hj
  have hs2 : ∑ j ∈ supp x, ‖x j‖ ^ 2 = ∑ j, ‖x j‖ ^ 2 :=
    Finset.sum_subset (Finset.subset_univ _) fun j _ hj => by simpa [supp] using hj
  -- triangle inequality
  have h1 : ‖(U *ᵥ x) i‖ ≤ c * ∑ j ∈ supp x, ‖x j‖ := by
    calc ‖(U *ᵥ x) i‖ ≤ ∑ j, ‖U i j * x j‖ :=
          norm_sum_le Finset.univ (fun j => U i j * x j)
      _ ≤ ∑ j, c * ‖x j‖ := Finset.sum_le_sum fun j _ => by
          rw [norm_mul]
          exact mul_le_mul_of_nonneg_right (hc i j) (norm_nonneg _)
      _ = c * ∑ j ∈ supp x, ‖x j‖ := by rw [← Finset.mul_sum, hs1]
  -- Cauchy-Schwarz on the support
  have h2 : (∑ j ∈ supp x, ‖x j‖) ^ 2 ≤ (supp x).card * ∑ j ∈ supp x, ‖x j‖ ^ 2 :=
    sq_sum_le_card_mul_sum_sq
  calc ‖(U *ᵥ x) i‖ ^ 2 ≤ (c * ∑ j ∈ supp x, ‖x j‖) ^ 2 :=
        pow_le_pow_left₀ (norm_nonneg _) h1 2
    _ = c ^ 2 * (∑ j ∈ supp x, ‖x j‖) ^ 2 := mul_pow _ _ _
    _ ≤ c ^ 2 * ((supp x).card * ∑ j ∈ supp x, ‖x j‖ ^ 2) :=
        mul_le_mul_of_nonneg_left h2 (sq_nonneg c)
    _ = c ^ 2 * (supp x).card * ∑ j, ‖x j‖ ^ 2 := by rw [hs2]; ring
```

## The bound for a general unitary

The theorem has three hypotheses: `hU` says that U is unitary, `hc` bounds every entry by the real number c, and `hx` says that the state is not the zero vector. The number c may be any upper bound; the largest modulus among the entries gives the strongest conclusion. That conclusion is the inequality without division, with the support sizes read as real numbers.

In the proof, `hS` is P > 0, obtained from one nonzero amplitude. The step `hs` says that the support of Ux carries all the output probability, and `h` sums the previous lemma over that support. The rewriting turns the left side into P by `total_probability` and the right side into |supp Ux| equal terms. Finally `le_of_mul_le_mul_right` cancels P.

```lean
/-- Support uncertainty: if all entries of a unitary `U` have modulus at most `c`, then for
every nonzero `x` the product of the support sizes of `x` and `U x`, multiplied by `c²`,
is at least one. -/
theorem support_uncertainty [DecidableEq n] {U : Matrix n n ℂ}
    (hU : U ∈ Matrix.unitaryGroup n ℂ) {c : ℝ} (hc : ∀ i j, ‖U i j‖ ≤ c)
    {x : n → ℂ} (hx : x ≠ 0) :
    1 ≤ c ^ 2 * ((supp x).card * (supp (U *ᵥ x)).card : ℝ) := by
  obtain ⟨j, hj⟩ := Function.ne_iff.1 hx
  have hS : 0 < ∑ j, ‖x j‖ ^ 2 :=
    Finset.sum_pos' (fun _ _ => sq_nonneg _)
      ⟨j, Finset.mem_univ j, pow_pos (norm_pos_iff.2 hj) 2⟩
  have hs : ∑ i ∈ supp (U *ᵥ x), ‖(U *ᵥ x) i‖ ^ 2 = ∑ i, ‖(U *ᵥ x) i‖ ^ 2 :=
    Finset.sum_subset (Finset.subset_univ _) fun i _ hi => by simpa [supp] using hi
  -- add up the output probabilities over the support of the output
  have h : ∑ i ∈ supp (U *ᵥ x), ‖(U *ᵥ x) i‖ ^ 2 ≤
      ∑ _i ∈ supp (U *ᵥ x), c ^ 2 * (supp x).card * ∑ j, ‖x j‖ ^ 2 :=
    Finset.sum_le_sum fun i _ => output_probability_le hc x i
  rw [hs, total_probability hU, Finset.sum_const, nsmul_eq_mul] at h
  refine le_of_mul_le_mul_right ?_ hS
  linarith
```

## Unitarity from a geometric sum

The modulus of ω follows from ω^N = 1: the nonnegative real number |ω| has N-th power 1, so it is 1.

```lean
/-- For `N ≥ 1` the elementary phase has modulus one. -/
theorem norm_phase {N : ℕ} (hN : N ≠ 0) : ‖phase N‖ = 1 := by
  have hω : phase N ^ N = 1 := (Complex.isPrimitiveRoot_exp N hN).pow_eq_one
  exact (pow_eq_one_iff_of_nonneg (norm_nonneg _) hN).1 (by rw [← norm_pow, hω, norm_one])
```

The modulus of an entry is then a short computation. No assumption N ≥ 1 is needed, because a row label `j : Fin N` exists only if N is positive.

```lean
/-- Every entry of the discrete Fourier matrix has modulus `1/√N`. -/
theorem norm_dft {N : ℕ} (j k : Fin N) : ‖dft N j k‖ = 1 / Real.sqrt N := by
  have hN : N ≠ 0 := by have := j.isLt; omega
  simp only [dft, Matrix.of_apply]
  rw [norm_div, norm_pow, norm_phase hN, one_pow, Complex.norm_real,
    Real.norm_of_nonneg (Real.sqrt_nonneg _)]
```

The proof of unitarity checks FF† = 1 entry by entry. The step `hterm` writes each term of the row overlap as z^k/N, with z as defined above. In the case j = l, z equals 1. In the other case, the assumption z = 1 would give ω^j = ω^l after multiplication by ω^l, and `hω.pow_inj` would then force j = l, since ω is a primitive N-th root of unity. With z ≠ 1 and z^N = 1 in hand, `mul_neg_geom_sum` supplies the identity (1 − z) ∑_k z^k = 1 − z^N, and the sum vanishes.

```lean
/-- The discrete Fourier matrix is unitary. -/
theorem dft_unitary (N : ℕ) : dft N ∈ Matrix.unitaryGroup (Fin N) ℂ := by
  rw [Matrix.mem_unitaryGroup_iff]
  ext j l
  have hN : N ≠ 0 := by have := j.isLt; omega
  have hω : IsPrimitiveRoot (phase N) N := Complex.isPrimitiveRoot_exp N hN
  have hc : phase N * conj (phase N) = 1 := by
    rw [Complex.mul_conj', norm_phase hN]; simp
  have hcN : conj (phase N) ^ N = 1 := by rw [← map_pow, hω.pow_eq_one, map_one]
  have hs : ((Real.sqrt N : ℝ) : ℂ) * ((Real.sqrt N : ℝ) : ℂ) = N := by
    rw [← Complex.ofReal_mul, Real.mul_self_sqrt (Nat.cast_nonneg N), Complex.ofReal_natCast]
  obtain ⟨z, hz⟩ : ∃ z, z = phase N ^ (j : ℕ) * conj (phase N) ^ (l : ℕ) := ⟨_, rfl⟩
  -- the overlap of two rows is a geometric sum in z
  have hterm : ∀ k : Fin N, dft N j k * star (dft N l k) = z ^ (k : ℕ) / N := by
    intro k
    simp only [dft, Matrix.of_apply, Complex.star_def, map_div₀, map_pow, Complex.conj_ofReal]
    rw [div_mul_div_comm, hs, hz, mul_pow, ← pow_mul, ← pow_mul]
  rw [Matrix.mul_apply]
  simp only [Matrix.star_apply, hterm]
  rw [← Finset.sum_div, Fin.sum_univ_eq_sum_range (fun k => z ^ k) N]
  by_cases hjl : j = l
  · subst hjl
    have hz1 : z = 1 := by rw [hz, ← mul_pow, hc, one_pow]
    simp [hz1, hN]
  · have hz1 : z ≠ 1 := by
      intro h
      apply hjl
      apply Fin.ext
      apply hω.pow_inj j.isLt l.isLt
      have hl : phase N ^ (l : ℕ) * conj (phase N) ^ (l : ℕ) = 1 := by
        rw [← mul_pow, hc, one_pow]
      rw [hz] at h
      linear_combination phase N ^ (l : ℕ) * h - phase N ^ (j : ℕ) * hl
    have hzN : z ^ N = 1 := by
      rw [hz, mul_pow, pow_right_comm (phase N), pow_right_comm (conj (phase N)),
        hω.pow_eq_one, hcN, one_pow, one_pow, one_mul]
    have hg := mul_neg_geom_sum z N
    rw [hzN, sub_self] at hg
    rw [(mul_eq_zero.1 hg).resolve_left (sub_ne_zero.2 hz1.symm), zero_div,
      Matrix.one_apply_ne hjl]
```

## The value N and its attainment

The Fourier bound is an inequality between natural numbers. Its proof inserts `dft_unitary` and `norm_dft` into the general theorem, replaces c² by 1/N, and multiplies by N.

```lean
/-- For the discrete Fourier matrix, the support sizes of a nonzero state and of its
transform have product at least `N`. -/
theorem dft_support_uncertainty {N : ℕ} {x : Fin N → ℂ} (hx : x ≠ 0) :
    N ≤ (supp x).card * (supp (dft N *ᵥ x)).card := by
  obtain ⟨j, -⟩ := Function.ne_iff.1 hx
  have hN : (0 : ℝ) < N := by exact_mod_cast j.pos
  have h := support_uncertainty (dft_unitary N) (fun i k => (norm_dft i k).le) hx
  rw [div_pow, one_pow, Real.sq_sqrt hN.le, one_div_mul_eq_div, le_div_iff₀ hN, one_mul] at h
  exact_mod_cast h
```

In the last theorem the basis state e_j is `Pi.single j (1 : ℂ)`. The step `h1` computes its support as the single label j, and `h2` shows that its transform is nonzero everywhere. The theorem gives one family of states with equality, and does not classify all of them.

```lean
/-- Sharpness: for a basis state the product of the two support sizes is exactly `N`. -/
theorem dft_support_sharp {N : ℕ} (j : Fin N) :
    (supp (Pi.single j (1 : ℂ))).card *
      (supp (dft N *ᵥ Pi.single j (1 : ℂ))).card = N := by
  have hN : (0 : ℝ) < N := by exact_mod_cast j.pos
  have hne : ∀ i, dft N i j ≠ 0 := fun i =>
    norm_pos_iff.1 (by rw [norm_dft]; positivity)
  have h1 : supp (Pi.single j (1 : ℂ)) = {j} := by
    ext i
    simp [supp, Pi.single_apply]
  have h2 : supp (dft N *ᵥ Pi.single j (1 : ℂ)) = Finset.univ := by
    ext i
    simp [supp, Matrix.col_apply, hne]
  rw [h1, h2, Finset.card_singleton, one_mul, Finset.card_univ, Fintype.card_fin]

end

end SupportUncertainty
```

```lean
#print axioms SupportUncertainty.support_uncertainty
#print axioms SupportUncertainty.dft_support_uncertainty
#print axioms SupportUncertainty.dft_support_sharp
```

```
'SupportUncertainty.support_uncertainty' depends on axioms: [propext, Classical.choice, Quot.sound]
'SupportUncertainty.dft_support_uncertainty' depends on axioms: [propext, Classical.choice, Quot.sound]
'SupportUncertainty.dft_support_sharp' depends on axioms: [propext, Classical.choice, Quot.sound]
```

## Counting components after an FFT

In NumPy, `np.fft.fft(x)` uses the opposite sign in the exponent and omits the factor 1/√N. Neither difference changes the number of nonzero components: the sign only permutes the output labels, and the factor only rescales the values. For N = 4, the normalised state x = (1, 0, 1, 0)/√2 satisfies Fx = x, so both supports have size 2 and their product is 4. The NumPy call on the unnormalised list [1, 0, 1, 0] returns [2, 0, 2, 0], with the same count.

In floating-point arithmetic a component that should vanish often comes out as a tiny rounding residue, so a program counts with a tolerance, as in `np.count_nonzero(abs(y) > tol)`. The inequality concerns exact zeros. A tolerance also discards amplitudes that are small but genuine, and the product of two such counts can fall below N.

In one dimension and up to a constant factor, the matrix F, with its plus sign in the exponent, takes an orbital in a plane-wave calculation from its coefficients to its values on a real-space grid. For a Bloch orbital with nonzero wave vector there is also a phase factor at each grid point. Neither factor changes where the values vanish. On a one-dimensional periodic grid of N points, a nonzero orbital built from M plane waves, with M at most N and distinct labels on the grid, is nonzero at no fewer than N/M grid points. This holds for any choice of the M labels. An energy cutoff selects consecutive labels, and then more is true: at grid point j the orbital is a nonzero factor times a polynomial in ω^j of degree at most M − 1, so it vanishes at no more than M − 1 grid points and is nonzero at no fewer than N − M + 1. A three-dimensional grid uses the Kronecker (tensor) product of three Fourier matrices, one for each direction. Its entries have modulus 1/√N, with N now the total number of points, and it is unitary because its factors are, so the general theorem gives the same bound N/M there.
